# Projection onto a gapped ground state: energy error $O(e^{-2Dt})$, observable error $O(e^{-Dt})$

If an imaginary-time projection is stopped as soon as the energy has settled, a density or a dipole moment computed from the same state can still be visibly wrong. For a finite real symmetric Hamiltonian with a gap $D$ above a non-degenerate ground state, and a starting state that overlaps that ground state, the theorems below give the coefficient of $e^{-2Dt}$ in the energy error and of $e^{-Dt}$ in the error of any other symmetric observable.

```lean
import Mathlib

open Matrix Filter Topology

namespace ProjectionTime

noncomputable section

variable {n : Type*} [Fintype n] [DecidableEq n]

/-- The imaginary-time evolved state `exp(-tH) ψ`. -/
def evolve (H : Matrix n n ℝ) (ψ : n → ℝ) (t : ℝ) : n → ℝ :=
  NormedSpace.exp ((-t) • H) *ᵥ ψ

/-- The normalised expectation value of `A` in a nonzero state `x`. -/
def expect (A : Matrix n n ℝ) (x : n → ℝ) : ℝ := (x ⬝ᵥ A *ᵥ x) / (x ⬝ᵥ x)

/-- The part of `ψ` along those basis states `u i` whose energy `l i` equals `E`. -/
def levelProj (u : n → n → ℝ) (l : n → ℝ) (E : ℝ) (ψ : n → ℝ) : n → ℝ :=
  ∑ i, if l i = E then (u i ⬝ᵥ ψ) • u i else 0

/-- The symmetric `H` has orthonormal eigenvectors `u i` with energies `l i`; all states other
than the ground state `u g` lie at least `D > 0` above it. -/
structure GappedSpectrum (H : Matrix n n ℝ) (u : n → n → ℝ) (l : n → ℝ) (g : n) (D : ℝ) :
    Prop where
  symm : H.IsSymm
  eigen : ∀ i, H *ᵥ u i = l i • u i
  ortho : ∀ i j, u i ⬝ᵥ u j = if i = j then 1 else 0
  gap_pos : 0 < D
  gap : ∀ i, i ≠ g → l g + D ≤ l i

variable {H A : Matrix n n ℝ} {u : n → n → ℝ} {l ψ : n → ℝ} {g : n} {D : ℝ}

omit [DecidableEq n] in
/-- A real symmetric matrix can be moved from one side of the scalar product to the other. -/
theorem dot_symm (hA : A.IsSymm) (x y : n → ℝ) : x ⬝ᵥ A *ᵥ y = (A *ᵥ x) ⬝ᵥ y := by
  rw [Matrix.dotProduct_mulVec, ← Matrix.mulVec_transpose, hA.eq]

/-- An eigenvector of `H` with energy `μ` evolves by the factor `exp(-tμ)`. -/
theorem evolve_eigenvector {μ : ℝ} {v : n → ℝ} (hv : H *ᵥ v = μ • v) (t : ℝ) :
    evolve H v t = Real.exp (-t * μ) • v := by
  have hM : ((-t) • H) *ᵥ v = (-t * μ) • v := by rw [Matrix.smul_mulVec, hv, smul_smul]
  unfold evolve
  generalize (-t) • H = M at hM ⊢
  generalize -t * μ = s at hM ⊢
  have hpow : ∀ k : ℕ, (M ^ k) *ᵥ v = s ^ k • v := by
    intro k
    induction k with
    | zero => simp
    | succ k ih =>
      rw [pow_succ, ← Matrix.mulVec_mulVec, hM, Matrix.mulVec_smul, ih, smul_smul, ← pow_succ']
  -- compare the two exponential series term by term
  have h1 : HasSum (fun k : ℕ => ((k.factorial : ℝ)⁻¹) • M ^ k) (NormedSpace.exp M) := by
    let _ : NormedRing (Matrix n n ℝ) := Matrix.linftyOpNormedRing
    let _ : NormedAlgebra ℝ (Matrix n n ℝ) := Matrix.linftyOpNormedAlgebra
    exact NormedSpace.exp_series_hasSum_exp' (𝕂 := ℝ) M
  have h2 : HasSum (fun k : ℕ => (((k.factorial : ℝ)⁻¹) • M ^ k) *ᵥ v)
      (NormedSpace.exp M *ᵥ v) :=
    h1.map (Matrix.mulVec.addMonoidHomLeft v)
      (Continuous.matrix_mulVec continuous_id continuous_const)
  have h3 : HasSum (fun k : ℕ => (((k.factorial : ℝ)⁻¹) • s ^ k) • v) (Real.exp s • v) := by
    rw [Real.exp_eq_exp_ℝ]
    exact (NormedSpace.exp_series_hasSum_exp' (𝕂 := ℝ) s).smul_const v
  refine h2.unique ?_
  convert h3 using 2 with k
  rw [Matrix.smul_mulVec, hpow, smul_assoc]

/-- Every state is the sum of its components along the orthonormal eigenvectors `u i`. -/
theorem expansion (h : GappedSpectrum H u l g D) (ψ : n → ℝ) :
    ∑ i, (u i ⬝ᵥ ψ) • u i = ψ := by
  have hU : Matrix.of u * (Matrix.of u)ᵀ = 1 := by
    ext i j
    rw [Matrix.one_apply, ← h.ortho i j]
    rfl
  calc ∑ i, (u i ⬝ᵥ ψ) • u i = (Matrix.of u)ᵀ *ᵥ (Matrix.of u *ᵥ ψ) := by
        ext k
        simp only [Finset.sum_apply, Pi.smul_apply, smul_eq_mul]
        exact Finset.sum_congr rfl fun i _ => mul_comm _ _
    _ = ψ := by rw [Matrix.mulVec_mulVec, mul_eq_one_comm.1 hU, Matrix.one_mulVec]

/-- Let all states other than the ground vector `φ` lie at least `D > 0` above it, and let
`⟨φ,ψ⟩ ≠ 0`. Then the error of a symmetric `A` is a quotient with terms of first and second order in
`exp(-Dt)`; the vector `r(t)` in it is orthogonal to `φ` and tends to the component of `ψ` at energy
exactly `D` above the ground state. -/
theorem error_expansion (h : GappedSpectrum H u l g D) (hc : u g ⬝ᵥ ψ ≠ 0) :
    ∃ r : ℝ → n → ℝ, Tendsto (fun t => (Real.exp (-(D * t)), r t)) atTop
        (𝓝 (0, levelProj u l (l g + D) ψ)) ∧ (∀ t, u g ⬝ᵥ r t = 0) ∧
      ∀ A : Matrix n n ℝ, A.IsSymm → ∀ t, expect A (evolve H ψ t) - u g ⬝ᵥ A *ᵥ u g =
        (2 * (u g ⬝ᵥ ψ) * Real.exp (-(D * t)) * (u g ⬝ᵥ A *ᵥ r t) + Real.exp (-(D * t)) ^ 2 *
          (r t ⬝ᵥ A *ᵥ r t - (u g ⬝ᵥ A *ᵥ u g) * (r t ⬝ᵥ r t))) /
        ((u g ⬝ᵥ ψ) ^ 2 + Real.exp (-(D * t)) ^ 2 * (r t ⬝ᵥ r t)) := by
  obtain ⟨r, hr⟩ : ∃ r : ℝ → n → ℝ, ∀ t, r t = ∑ i ∈ Finset.univ.erase g,
      Real.exp ((l g + D - l i) * t) • (u i ⬝ᵥ ψ) • u i := ⟨_, fun _ => rfl⟩
  have ho : ∀ t, u g ⬝ᵥ r t = 0 := by
    intro t
    rw [hr, dotProduct_sum]
    refine Finset.sum_eq_zero fun i hi => ?_
    rw [dotProduct_smul, dotProduct_smul, h.ortho, if_neg (Finset.ne_of_mem_erase hi).symm,
      smul_zero, smul_zero]
  have hε : Tendsto (fun t : ℝ => Real.exp (-(D * t))) atTop (𝓝 0) :=
    Real.tendsto_exp_neg_atTop_nhds_zero.comp (tendsto_id.const_mul_atTop h.gap_pos)
  refine ⟨r, hε.prodMk_nhds ?_, ho, fun A hA t => ?_⟩
  · -- only the level at distance D survives the rescaling
    refine Tendsto.congr (fun t => (hr t).symm) ?_
    rw [levelProj, ← Finset.add_sum_erase _ _ (Finset.mem_univ g),
      if_neg (by linarith [h.gap_pos] : l g < l g + D).ne, zero_add]
    refine tendsto_finsetSum _ fun i hi => ?_
    split_ifs with hl
    · simp [hl]
    · have hlt : l g + D - l i < 0 :=
        sub_neg.2 (lt_of_le_of_ne (h.gap i (Finset.ne_of_mem_erase hi)) (Ne.symm hl))
      have he : Tendsto (fun t : ℝ => Real.exp ((l g + D - l i) * t)) atTop (𝓝 0) :=
        Real.tendsto_exp_atBot.comp (tendsto_id.const_mul_atTop_of_neg hlt)
      have hz := he.smul_const ((u i ⬝ᵥ ψ) • u i)
      rwa [zero_smul] at hz
  · have e : evolve H ψ t = ∑ i, (u i ⬝ᵥ ψ) • evolve H (u i) t := by
      conv_lhs => rw [← expansion h ψ]
      simp only [evolve, ← Matrix.mulVecLin_apply, map_sum, map_smul]
    have hψ : evolve H ψ t = Real.exp (-t * l g) •
        ((u g ⬝ᵥ ψ) • u g + Real.exp (-(D * t)) • r t) := by
      rw [e, ← Finset.add_sum_erase _ _ (Finset.mem_univ g), evolve_eigenvector (h.eigen g), hr,
        smul_add, Finset.smul_sum, Finset.smul_sum]
      congr 1
      · module
      · refine Finset.sum_congr rfl fun i _ => ?_
        have hx : Real.exp (-t * l i) = Real.exp (-t * l g) *
            (Real.exp (-(D * t)) * Real.exp ((l g + D - l i) * t)) := by
          rw [← Real.exp_add, ← Real.exp_add]
          congr 1
          ring
        rw [evolve_eigenvector (h.eigen i), hx]
        module
    have hφ : u g ⬝ᵥ u g = 1 := by rw [h.ortho, if_pos rfl]
    have ho' : r t ⬝ᵥ u g = 0 := by rw [dotProduct_comm, ho]
    have h2 : r t ⬝ᵥ A *ᵥ u g = u g ⬝ᵥ A *ᵥ r t := by rw [dot_symm hA, dotProduct_comm]
    have hN : ((u g ⬝ᵥ ψ) • u g + Real.exp (-(D * t)) • r t) ⬝ᵥ
        ((u g ⬝ᵥ ψ) • u g + Real.exp (-(D * t)) • r t) =
        (u g ⬝ᵥ ψ) ^ 2 + Real.exp (-(D * t)) ^ 2 * (r t ⬝ᵥ r t) := by
      simp only [dotProduct_add, add_dotProduct, smul_dotProduct, dotProduct_smul, smul_eq_mul,
        hφ, ho, ho']
      ring
    have hrr : 0 ≤ r t ⬝ᵥ r t := Finset.sum_nonneg fun i _ => mul_self_nonneg _
    have hpos : (u g ⬝ᵥ ψ) ^ 2 + Real.exp (-(D * t)) ^ 2 * (r t ⬝ᵥ r t) ≠ 0 :=
      (add_pos_of_pos_of_nonneg (by positivity) (mul_nonneg (sq_nonneg _) hrr)).ne'
    have hs := (Real.exp_pos (-t * l g)).ne'
    -- the common factor of the evolved state cancels
    rw [hψ]
    simp only [expect, Matrix.mulVec_smul, smul_dotProduct, dotProduct_smul, smul_eq_mul]
    rw [mul_div_mul_left _ _ hs, mul_div_mul_left _ _ hs, hN, eq_div_iff hpos, sub_mul,
      div_mul_cancel₀ _ hpos]
    simp only [Matrix.mulVec_add, Matrix.mulVec_smul, dotProduct_add, add_dotProduct,
      smul_dotProduct, dotProduct_smul, smul_eq_mul, h2]
    ring

/-- Let all states other than the ground vector `φ` lie at least `D > 0` above it, and let
`⟨φ,ψ⟩ ≠ 0`. Then the energy error times `exp(2Dt)` tends to `D ‖Pψ‖² / ⟨φ,ψ⟩²`, with `P` the
projection onto the states exactly `D` above the ground state. -/
theorem energy_error_limit (h : GappedSpectrum H u l g D) (hc : u g ⬝ᵥ ψ ≠ 0) :
    Tendsto (fun t => Real.exp (2 * D * t) * (expect H (evolve H ψ t) - l g)) atTop
      (𝓝 (D * (levelProj u l (l g + D) ψ ⬝ᵥ levelProj u l (l g + D) ψ) /
        (u g ⬝ᵥ ψ) ^ 2)) := by
  obtain ⟨r, hr, ho, he⟩ := error_expansion h hc
  have hp : H *ᵥ levelProj u l (l g + D) ψ = (l g + D) • levelProj u l (l g + D) ψ := by
    rw [levelProj, ← Matrix.mulVecLin_apply, map_sum, Finset.smul_sum]
    refine Finset.sum_congr rfl fun i _ => ?_
    split_ifs with hi
    · rw [map_smul, Matrix.mulVecLin_apply, h.eigen, hi, smul_comm]
    · simp
  generalize levelProj u l (l g + D) ψ = p at hr hp ⊢
  have hG : Continuous (fun z : ℝ × (n → ℝ) => z.2 ⬝ᵥ H *ᵥ z.2 - l g * (z.2 ⬝ᵥ z.2)) := by
    simp only [dotProduct, Matrix.mulVec]
    fun_prop
  have hK : Continuous (fun z : ℝ × (n → ℝ) => (u g ⬝ᵥ ψ) ^ 2 + z.1 ^ 2 * (z.2 ⬝ᵥ z.2)) := by
    simp only [dotProduct]
    fun_prop
  have hl := ((hG.tendsto (0, p)).comp hr).div ((hK.tendsto (0, p)).comp hr) (by simpa using hc)
  have hv : D * (p ⬝ᵥ p) / (u g ⬝ᵥ ψ) ^ 2 = (p ⬝ᵥ H *ᵥ p - l g * (p ⬝ᵥ p)) /
      ((u g ⬝ᵥ ψ) ^ 2 + 0 ^ 2 * (p ⬝ᵥ p)) := by
    rw [hp, dotProduct_smul, smul_eq_mul]
    ring
  rw [hv]
  refine hl.congr fun t => ?_
  have hE : u g ⬝ᵥ H *ᵥ u g = l g := by
    rw [h.eigen, dotProduct_smul, h.ortho, if_pos rfl, smul_eq_mul, mul_one]
  -- the first-order term vanishes because φ is an eigenvector
  have h0 : u g ⬝ᵥ H *ᵥ r t = 0 := by
    rw [dot_symm h.symm, h.eigen, smul_dotProduct, ho, smul_zero]
  have h1 := he H h.symm t
  rw [hE, h0] at h1
  have hε : Real.exp (2 * D * t) * Real.exp (-(D * t)) ^ 2 = 1 := by
    rw [pow_two, ← Real.exp_add, ← Real.exp_add, ← Real.exp_zero]
    congr 1
    ring
  rw [h1, ← mul_div_assoc]
  simp only [Function.comp_apply, Pi.div_apply]
  congr 1
  linear_combination (-(r t ⬝ᵥ H *ᵥ r t - l g * (r t ⬝ᵥ r t))) * hε

/-- Let all states other than the ground vector `φ` lie at least `D > 0` above it, and let
`⟨φ,ψ⟩ ≠ 0`. Then for symmetric `A` the error of its expectation value times `exp(Dt)` tends to
`2 ⟨φ, A P ψ⟩ / ⟨φ,ψ⟩`, with `P` the projection onto the states exactly `D` above the ground state.
-/
theorem observable_error_limit (h : GappedSpectrum H u l g D) (hA : A.IsSymm)
    (hc : u g ⬝ᵥ ψ ≠ 0) :
    Tendsto (fun t => Real.exp (D * t) * (expect A (evolve H ψ t) - u g ⬝ᵥ A *ᵥ u g)) atTop
      (𝓝 (2 * (u g ⬝ᵥ A *ᵥ levelProj u l (l g + D) ψ) / (u g ⬝ᵥ ψ))) := by
  obtain ⟨r, hr, -, he⟩ := error_expansion h hc
  generalize levelProj u l (l g + D) ψ = p at hr ⊢
  have hG : Continuous (fun z : ℝ × (n → ℝ) => 2 * (u g ⬝ᵥ ψ) * (u g ⬝ᵥ A *ᵥ z.2) +
      z.1 * (z.2 ⬝ᵥ A *ᵥ z.2 - (u g ⬝ᵥ A *ᵥ u g) * (z.2 ⬝ᵥ z.2))) := by
    simp only [dotProduct, Matrix.mulVec]
    fun_prop
  have hK : Continuous (fun z : ℝ × (n → ℝ) => (u g ⬝ᵥ ψ) ^ 2 + z.1 ^ 2 * (z.2 ⬝ᵥ z.2)) := by
    simp only [dotProduct]
    fun_prop
  have hl := ((hG.tendsto (0, p)).comp hr).div ((hK.tendsto (0, p)).comp hr) (by simpa using hc)
  have hv : 2 * (u g ⬝ᵥ A *ᵥ p) / (u g ⬝ᵥ ψ) = (2 * (u g ⬝ᵥ ψ) * (u g ⬝ᵥ A *ᵥ p) +
      0 * (p ⬝ᵥ A *ᵥ p - (u g ⬝ᵥ A *ᵥ u g) * (p ⬝ᵥ p))) /
      ((u g ⬝ᵥ ψ) ^ 2 + 0 ^ 2 * (p ⬝ᵥ p)) := by
    rw [show (u g ⬝ᵥ ψ) ^ 2 + 0 ^ 2 * (p ⬝ᵥ p) = (u g ⬝ᵥ ψ) ^ 2 by ring,
      div_eq_div_iff hc (pow_ne_zero 2 hc)]
    ring
  rw [hv]
  refine hl.congr fun t => ?_
  have hε : Real.exp (D * t) * Real.exp (-(D * t)) = 1 := by
    rw [← Real.exp_add, add_neg_cancel, Real.exp_zero]
  rw [he A hA t, ← mul_div_assoc]
  simp only [Function.comp_apply, Pi.div_apply]
  congr 1
  linear_combination (-(2 * (u g ⬝ᵥ ψ) * (u g ⬝ᵥ A *ᵥ r t) + Real.exp (-(D * t)) *
    (r t ⬝ᵥ A *ᵥ r t - (u g ⬝ᵥ A *ᵥ u g) * (r t ⬝ᵥ r t)))) * hε

/-- The Hamiltonian `diag(0,1,3)` with the standard basis has its first state as ground state,
with gap `D = 1`. -/
theorem gappedSpectrum_witness :
    GappedSpectrum (Matrix.diagonal ![(0 : ℝ), 1, 3]) (fun i => Pi.single i 1) ![0, 1, 3] 0 1 where
  symm := Matrix.diagonal_transpose _
  eigen := by
    intro i
    ext j
    rw [Matrix.mulVec_diagonal]
    fin_cases i <;> fin_cases j <;> simp
  ortho := by
    intro i j
    fin_cases i <;> fin_cases j <;> simp
  gap_pos := one_pos
  gap := by
    intro i hi
    fin_cases i
    · exact absurd rfl hi
    · change (0 : ℝ) + 1 ≤ 1
      norm_num
    · change (0 : ℝ) + 1 ≤ 3
      norm_num

end

end ProjectionTime
```

```lean
#print axioms ProjectionTime.energy_error_limit
-- 'ProjectionTime.energy_error_limit' depends on axioms: [propext, Classical.choice, Quot.sound]
#print axioms ProjectionTime.observable_error_limit
-- 'ProjectionTime.observable_error_limit' depends on axioms: [propext, Classical.choice, Quot.sound]
```

## The excited part enters once or twice

Let $H$ have orthonormal eigenvectors $u_i$ with energies $l_i$. The ground state is $\varphi=u_g$, and every other $l_i$ is at least $l_g+D$, with $D>0$. Write $c=\varphi\cdot\psi\neq0$ for the overlap with the starting state $\psi$, and $P\psi$ for the part of $\psi$ at energy exactly $l_g+D$.

Since $H^k u_i=l_i^k u_i$, the exponential series gives $e^{-tH}u_i=e^{-tl_i}u_i$. Expanding $\psi=\sum_i(u_i\cdot\psi)\,u_i$ and taking out the ground-state factor, we get

$$e^{-tH}\psi=e^{-tl_g}\bigl(c\,\varphi+\varepsilon\,r(t)\bigr),\qquad \varepsilon=e^{-Dt},$$

$$r(t)=\sum_{i\ne g}e^{(l_g+D-l_i)t}\,(u_i\cdot\psi)\,u_i .$$

No exponent in $r(t)$ is positive for $t\ge0$. Terms with $l_i=l_g+D$ stay constant and all others decay, so $r(t)\to P\psi$. Also $\varphi\cdot r(t)=0$.

The prefactor $e^{-tl_g}$ cancels in a normalised expectation value. For symmetric $A$, with $a=\varphi\cdot A\varphi$ and $r=r(t)$,

$$\langle A\rangle_t=\frac{c^2a+2c\varepsilon\,\varphi\cdot Ar+\varepsilon^2\,r\cdot Ar}{c^2+\varepsilon^2\,r\cdot r},$$

and subtracting $a$ gives

$$\langle A\rangle_t-a=\frac{2c\varepsilon\,\varphi\cdot Ar+\varepsilon^2\,(r\cdot Ar-a\,r\cdot r)}{c^2+\varepsilon^2\,r\cdot r}.$$

Multiplying by $e^{Dt}=1/\varepsilon$ and letting $t\to\infty$ leaves

$$e^{Dt}\bigl(\langle A\rangle_t-a\bigr)\to\frac{2\,\varphi\cdot AP\psi}{c}.$$

For $A=H$ the linear term vanishes, because $\varphi\cdot Hr=(H\varphi)\cdot r=l_g\,\varphi\cdot r=0$. What remains is quadratic in $\varepsilon$. Multiplying by $e^{2Dt}$ and using $HP\psi=(l_g+D)P\psi$,

$$e^{2Dt}\bigl(\langle H\rangle_t-l_g\bigr)\to\frac{P\psi\cdot HP\psi-l_g\,\|P\psi\|^2}{c^2}=\frac{D\,\|P\psi\|^2}{c^2}.$$

## Three levels, and a normalisation that must be kept

Take $H=\mathrm{diag}(0,1,3)$, $\psi=(2,1,1)$, and let $A$ have entries 1 between the first two states and 0 elsewhere. Then $D=1$, $c=2$, $P\psi=(0,1,0)$, and the predicted limits are $1/4$ for the energy and $1$ for $A$. Directly,

$$\langle H\rangle_t=\frac{e^{-2t}+3e^{-6t}}{4+e^{-2t}+e^{-6t}},\qquad \langle A\rangle_t=\frac{4e^{-t}}{4+e^{-2t}+e^{-6t}}.$$

Both ground-state values are zero, so these are the errors. At $e^{-t}=0.1$ they are about $0.0025$ and $0.0998$: the observable is off by forty times as much as the energy.

A natural slip in the derivation is to replace the squared norm by its limit $c^2$ before subtracting the ground-state value. This loses the term $-l_g\,r\cdot r$ and gives the energy coefficient $(l_g+D)\|P\psi\|^2/c^2$. The example above hides the error because $l_g=0$. Adding 5 to every energy exposes it: the wrong coefficient becomes $6/4$, while the true one stays at $1/4$, as it must under a constant shift of $H$.

## What the Lean statements fix

`evolve H ψ t` is the true matrix exponential of $-tH$ applied to $\psi$, with no time-step approximation. `expect A x` is the quotient $x\cdot Ax/x\cdot x$, so $\psi$ need not be normalised. In Lean, `⬝ᵥ` is the real scalar product and `*ᵥ` applies a matrix to a vector.

`GappedSpectrum H u l g D` collects the spectral data: $H$ is symmetric, the `u i` are orthonormal eigenvectors with energies `l i`, and all states except `u g` lie at least $D>0$ higher. The gap makes the ground state non-degenerate; excited levels may be degenerate. `levelProj u l (l g + D) ψ` is $P\psi$, the sum of the components of $\psi$ at that energy.

The structure does not require any state to lie exactly at $l_g+D$. If $D$ is chosen smaller than the actual gap, $P\psi=0$ and both limits are zero, so $D$ should be chosen as the distance to the first excited level. Both limits are still zero if $\psi$ has no component at that level, for instance by symmetry; the errors then decay faster than the stated rates. The observable limit is also zero when $A$ does not connect $\varphi$ to $P\psi$, for instance when $A$ commutes with $H$.

The hypothesis `u g ⬝ᵥ ψ ≠ 0` says that the starting state contains some of the ground state. A trial state of the wrong symmetry would violate it.

For projector Monte Carlo, the result describes a finite matrix model without sampling noise: when both coefficients are nonzero, reaching a given small tolerance takes roughly twice the projection time for the observable as for the energy. The expectation value has the evolved state on both sides, so it is not the mixed estimator with a fixed trial state on one side. The energy error of the mixed estimator is generally of order $e^{-Dt}$, so the factor of two does not carry over to it. Continuous space and fixed-node constraints are also absent from the model.

## From the exponential series to the two limits

`evolve_eigenvector` proves $e^{-tH}v=e^{-t\mu}v$ for an eigenvector by induction on powers, followed by a term-by-term comparison of the two exponential series. `expansion` obtains the eigenvector expansion from orthonormality: the matrix $U$ with rows $u_i$ satisfies $UU^{\mathsf T}=1$, hence also $U^{\mathsf T}U=1$. `dot_symm` moves a symmetric matrix across the scalar product.

`error_expansion` contains the main calculation. It defines $r(t)$ as the sum over all states but `g`, shows that it is orthogonal to $\varphi$, and takes its limit term by term; `split_ifs` separates the level at $l_g+D$ from the decaying ones. It then establishes the error quotient above, with the same $r(t)$ for every symmetric $A$.

The two limit theorems cancel the appropriate power of $\varepsilon$. The remaining numerator and denominator are continuous functions of the pair $(\varepsilon,r)$, which tends to $(0,P\psi)$, and the denominator tends to $c^2\neq0$. In `energy_error_limit`, `h0` is the vanishing of the linear term and `hp` is the eigenvalue equation for $P\psi$. In both proofs `linear_combination` uses `hε` to perform the cancellation.

Finally, `gappedSpectrum_witness` verifies the spectral assumptions for $\mathrm{diag}(0,1,3)$ with $D=1$, the Hamiltonian of the numerical example.
